# In-plane perturbations of at most π/4 − π/N per site that change a bond angle raise the energy of the planar 2π/N spiral on a classical ferromagnetic Heisenberg ring

The theorem `in_plane_lt` concerns a closed ring of N classical unit spins with nearest-neighbour energy −J ∑ Sᵢ · Sᵢ₊₁ and J > 0. Its reference state is the planar spiral in which the azimuth advances by 2π/N from site to site. If each azimuth is changed by an angle φᵢ with |φᵢ| ≤ π/4 − π/N, and φᵢ₊₁ ≠ φᵢ on at least one bond, the energy is strictly higher than that of the spiral. The proof writes the energy through the cosines of the bond angles and bounds each cosine by its tangent at 2π/N, strictly wherever the bond angle has changed. The linear terms then drop out of the sum, because the changes φᵢ₊₁ − φᵢ add up to zero round the ring.

As first written in Lean, the proof fails:

```lean
import Mathlib

open Real Matrix

namespace InPlaneLt

noncomputable section

variable {N : ℕ} [NeZero N] {J : ℝ}

/-- The classical spin with azimuth `θ` in the plane and elevation `t` above it. -/
def spin (θ t : ℝ) : Fin 3 → ℝ := ![cos t * cos θ, cos t * sin θ, sin t]

/-- The Heisenberg energy `-J ∑ Sᵢ · Sᵢ₊₁` of a closed ring of `N` spins. -/
def ringEnergy (J : ℝ) (S : ZMod N → Fin 3 → ℝ) : ℝ := -J * ∑ i, S i ⬝ᵥ S (i + 1)

/-- The spiral of pitch `2π/N` on a ring of `N ≥ 1` sites, with the azimuth of site `i`
perturbed by `φ i` and all spins tilted out of the plane by `t`. -/
def spiral (φ : ZMod N → ℝ) (t : ℝ) : ZMod N → Fin 3 → ℝ :=
  fun i => spin (2 * π * (i.val : ℝ) / N + φ i) t

/-- The scalar product of neighbouring spins depends only on the tilt and on the
difference of their azimuths, also on the bond that closes the ring. -/
theorem spiral_bond (φ : ZMod N → ℝ) (t : ℝ) (i : ZMod N) :
    spiral φ t i ⬝ᵥ spiral φ t (i + 1) =
      cos t ^ 2 * cos (2 * π / N + (φ (i + 1) - φ i)) + sin t ^ 2 := by
  have hdot (x y : ℝ) : spin x t ⬝ᵥ spin y t = cos t ^ 2 * cos (y - x) + sin t ^ 2 := by
    simp only [spin, dotProduct, Fin.sum_univ_three, Matrix.cons_val]
    rw [Real.cos_sub]
    ring
  have hN : (N : ℝ) ≠ 0 := Nat.cast_ne_zero.mpr (NeZero.ne N)
  -- going once around the ring changes the azimuth by a multiple of a full turn
  have hval : (i + 1).val = (i.val + 1) % N := by
    rw [ZMod.val_add, ZMod.val_one_eq_one_mod, Nat.add_mod_mod]
  have hdiv : (N : ℝ) * ((i.val + 1) / N : ℕ) + ((i + 1).val : ℝ) = i.val + 1 := by
    rw [hval]
    exact_mod_cast Nat.div_add_mod (i.val + 1) N
  have hang : 2 * π * ((i + 1).val : ℝ) / N + φ (i + 1) - (2 * π * (i.val : ℝ) / N + φ i) =
      2 * π / N + (φ (i + 1) - φ i) - ((i.val + 1) / N : ℕ) * (2 * π) := by
    have h : ((i + 1).val : ℝ) = i.val + 1 - N * ((i.val + 1) / N : ℕ) := by linarith
    rw [h]
    field_simp
    ring
  unfold spiral
  rw [hdot, hang, Real.cos_sub_nat_mul_two_pi]

/-- The energy of the perturbed and tilted spiral as a sum over bond angles. -/
theorem energy_spiral (φ : ZMod N → ℝ) (t : ℝ) :
    ringEnergy J (spiral φ t) =
      -J * (cos t ^ 2 * ∑ i, cos (2 * π / N + (φ (i + 1) - φ i)) + N * sin t ^ 2) := by
  unfold ringEnergy
  simp only [spiral_bond, Finset.sum_add_distrib, ← Finset.mul_sum, Finset.sum_const,
    Finset.card_univ, ZMod.card, nsmul_eq_mul]

/-- Between `-π/2` and `π/2` the cosine lies strictly below each of its tangents,
away from the point of contact. -/
theorem cos_lt_tangent {a b : ℝ} (ha : |a| ≤ π / 2) (hb : |b| ≤ π / 2) (hab : a ≠ b) :
    cos b < cos a - (b - a) * sin a := by
  obtain ⟨ha1, ha2⟩ := abs_le.mp ha
  obtain ⟨hb1, hb2⟩ := abs_le.mp hb
  rcases lt_or_gt_of_ne hab with h | h
  · obtain ⟨c, ⟨hc1, hc2⟩, hc⟩ := exists_hasDerivAt_eq_slope Real.cos (fun x => -Real.sin x) h
      Real.continuous_cos.continuousOn (fun x _ => Real.hasDerivAt_cos x)
    have hc' : -sin c = (cos b - cos a) / (b - a) := hc
    rw [eq_div_iff (sub_pos.mpr h).ne'] at hc'
    have hs := Real.sin_lt_sin_of_lt_of_le_pi_div_two ha1 (by linarith : c ≤ π / 2) hc1
    nlinarith [mul_pos (sub_pos.mpr h) (sub_pos.mpr hs)]
  · obtain ⟨c, ⟨hc1, hc2⟩, hc⟩ := exists_hasDerivAt_eq_slope Real.cos (fun x => -Real.sin x) h
      Real.continuous_cos.continuousOn (fun x _ => Real.hasDerivAt_cos x)
    have hc' : -sin c = (cos a - cos b) / (a - b) := hc
    rw [eq_div_iff (sub_pos.mpr h).ne'] at hc'
    have hs := Real.sin_lt_sin_of_lt_of_le_pi_div_two (by linarith : -(π / 2) ≤ c) ha2 hc2
    nlinarith [mul_pos (sub_pos.mpr h) (sub_pos.mpr hs)]

/-- For `J > 0`, an in-plane perturbation of at most `π/4 - π/N` per site that changes
some bond angle raises the energy of the planar spiral. -/
theorem in_plane_lt (hJ : 0 < J) {φ : ZMod N → ℝ} (hφ : ∀ i, |φ i| ≤ π / 4 - π / N)
    (hne : ∃ j, φ (j + 1) ≠ φ j) :
    ringEnergy J (spiral (0 : ZMod N → ℝ) 0) < ringEnergy J (spiral φ 0) := by
  obtain ⟨j, hj⟩ := hne
  -- the changes of the bond angles cancel around the ring
  have tele : ∑ i, (φ (i + 1) - φ i) = 0 := by
    rw [Finset.sum_sub_distrib, sub_eq_zero]
    exact (Equiv.addRight (1 : ZMod N)).sum_comp φ
  have hw : π / N ≤ π / 4 := by linarith [abs_nonneg (φ 0), hφ 0]
  have hp : 0 ≤ π / N := by positivity
  have h0 : |2 * π / N| ≤ π / 2 := by
    rw [mul_div_assoc, abs_le]
    constructor <;> linarith [Real.pi_pos]
  have hb (i : ZMod N) : |2 * π / N + (φ (i + 1) - φ i)| ≤ π / 2 := by
    obtain ⟨h1, h2⟩ := abs_le.mp (hφ i)
    obtain ⟨h3, h4⟩ := abs_le.mp (hφ (i + 1))
    rw [mul_div_assoc, abs_le]
    constructor <;> linarith
  have hlt (i : ZMod N) (hi : φ (i + 1) ≠ φ i) : cos (2 * π / N + (φ (i + 1) - φ i)) <
      cos (2 * π / N) - (φ (i + 1) - φ i) * sin (2 * π / N) := by
    have h := cos_lt_tangent h0 (hb i) (fun h => hi (by linarith))
    rwa [add_sub_cancel_left] at h
  have hsum : ∑ i, cos (2 * π / N + (φ (i + 1) - φ i)) <
      ∑ i, (cos (2 * π / N) - (φ (i + 1) - φ i) * sin (2 * π / N)) := by
    refine Finset.sum_lt_sum (fun i _ => ?_) ⟨j, Finset.mem_univ j, hlt j hj⟩
    by_cases hi : φ (i + 1) = φ i
    · simp [hi]
    · exact (hlt i hi).le
  rw [Finset.sum_sub_distrib, ← Finset.sum_mul, tele] at hsum
  rw [energy_spiral, energy_spiral]
  simp only [Pi.zero_apply, sub_self, add_zero, Real.cos_zero, Real.sin_zero, zero_mul, sub_zero,
    Finset.sum_const, Finset.card_univ, ZMod.card, nsmul_eq_mul] at hsum ⊢
  nlinarith [mul_pos hJ (sub_pos.mpr hsum)]

end

end InPlaneLt
```

Lean reports:

```
Main.lean:84:49: error: Application type mismatch: The argument
  φ
has type
  ZMod N → ℝ
but is expected to have type
  Finset (ZMod N)
in the application
  Equiv.Perm.sum_comp (Equiv.addRight 1) φ
```

This version goes through:

```diff
@@ -82,5 +82,5 @@
   have tele : ∑ i, (φ (i + 1) - φ i) = 0 := by
     rw [Finset.sum_sub_distrib, sub_eq_zero]
-    exact (Equiv.addRight (1 : ZMod N)).sum_comp φ
+    exact Equiv.sum_comp (Equiv.addRight (1 : ZMod N)) φ
   have hw : π / N ≤ π / 4 := by linarith [abs_nonneg (φ 0), hφ 0]
   have hp : 0 ≤ π / N := by positivity
```

The error lies in the proof of `tele`, the statement that the changes of the bond angles sum to zero. What remains to be shown there is that the sum of `φ (i + 1)` over the ring equals the sum of `φ i`, which holds because the shift by one site is a bijection.

That shift, `Equiv.addRight (1 : ZMod N)`, has a type given as `Equiv.Perm (ZMod N)`, the bijections of `ZMod N` with itself. Lean therefore reads `.sum_comp` after it as `Equiv.Perm.sum_comp`, as the last line of the message shows. This lemma is about sums over a chosen finite set and expects that set, a `Finset (ZMod N)`, as its next argument. It was given the function `φ` instead, hence the type mismatch.

The repair calls `Equiv.sum_comp` by its full name. This lemma is about sums over the whole of a finite type and takes just the bijection and the function, so the same two arguments now fit and give the required equality.
